# Two s-type Gaussians with exponents 1/5 and 4/3 give hydrogen a lower energy than any single nucleus-centred s-type Gaussian

When I replace a single s-type Gaussian on a hydrogen atom by a fixed combination of two, I expect the energy to go down if the exponents and coefficients are well chosen. For Gaussians centred on the nucleus the matrix elements have closed forms, and for the exponents $1/5$ and $4/3$ (atomic units) with suitable coefficients a quick numerical check gives an energy below $-0.48$ hartree, while the best single Gaussian reaches only about $-0.424$. Can this be made rigorous and machine-checked, including the closed forms and the claim about the best single Gaussian?

## An explicit combination below −0.485 hartree

Yes. The coefficients $5$ and $7$ are enough, and they give the slightly sharper bound $-0.485$. Atomic units are used throughout.

### Matrix elements from three Gaussian moments

Let $g_a(r)=e^{-ar^2}$ with $a>0$, and let the Hamiltonian act on radial functions as
$$hf=-\tfrac12\left(f''+\tfrac2r f'\right)-\tfrac1r f .$$
Write $S(a,b)$ for the integral of $4\pi r^2 g_a g_b$ over $r>0$, and $H(a,b)$ for that of $4\pi r^2 g_a\,hg_b$.

For $p>0$, the substitution $u=pr^2$ gives
$$\int_0^\infty r^n e^{-pr^2}dr=\tfrac12\,p^{-(n+1)/2}\,\Gamma\!\left(\tfrac{n+1}2\right).$$
With $\Gamma(1)=1$, $\Gamma(3/2)=\sqrt\pi/2$ and $\Gamma(5/2)=3\sqrt\pi/4$, the moment for $n=1$ is $1/(2p)$. Multiplied by $4\pi$, the moments for $n=2$ and $n=4$ are $(\pi/p)^{3/2}$ and $\frac{3}{2p}(\pi/p)^{3/2}$.

Now put $p=a+b$. Since $g_ag_b=e^{-pr^2}$, the overlap is $S(a,b)=(\pi/p)^{3/2}$. Differentiating, $g_b'=-2br\,g_b$ and $g_b''=(-2b+4b^2r^2)g_b$, so
$$hg_b=\left(3b-2b^2r^2-\tfrac1r\right)g_b .$$
Integrating term by term,
$$H(a,b)=3bS-\frac{3b^2}{p}S-\frac{2\pi}{p}=\frac{3ab}{a+b}S(a,b)-\frac{2\pi}{a+b}.$$

### The lowest energy of one Gaussian

For $a=b$ put $s=\sqrt{\pi/(2a)}$, so that $as^2=\pi/2$. Then $S(a,a)=s^3$ and
$$H(a,a)=\tfrac32as^3-2s^2=\tfrac{3\pi}4s-2s^2 .$$
Completing the square gives
$$H(a,a)+\frac4{3\pi}S(a,a)=\frac{4}{3\pi}\,s\left(s-\frac{3\pi}4\right)^2\ge0 .$$
The energy $H(a,a)/S(a,a)$ is therefore at least $-4/(3\pi)\approx-0.424$. Equality requires $s=3\pi/4$, which means $a=8/(9\pi)$.

### The combination with coefficients 5 and 7

For $c=(5,7)$ the quadratic forms are
$$\langle c,Sc\rangle=25\,S(\tfrac15,\tfrac15)+70\,S(\tfrac15,\tfrac43)+49\,S(\tfrac43,\tfrac43)$$
and the same expression with $H$. The three Hamiltonian elements are
$$\begin{aligned}
H(\tfrac15,\tfrac15)&=\tfrac3{10}S(\tfrac15,\tfrac15)-5\pi,\\
H(\tfrac15,\tfrac43)&=\tfrac{12}{23}S(\tfrac15,\tfrac43)-\tfrac{30}{23}\pi,\\
H(\tfrac43,\tfrac43)&=2S(\tfrac43,\tfrac43)-\tfrac34\pi .
\end{aligned}$$
In $\langle c,Hc\rangle+0.485\langle c,Sc\rangle$ every overlap has a positive coefficient, so upper bounds on the overlaps suffice. Because $x^{3/2}=x\sqrt x$, these follow from
$$\sqrt{5\pi/2}<2.803,\qquad \sqrt{15\pi/23}<1.432,\qquad \sqrt{3\pi/8}<1.086,$$
each of which is checked by squaring and using $\pi<3.1416$. Inserting them,
$$\langle c,Hc\rangle+0.485\,\langle c,Sc\rangle<(252.93-253.05)\,\pi<0 .$$
Since $\pi>3$, we have $4/(3\pi)<4/9<0.485$, so the energy of this function lies below that of every single Gaussian.

The vector $(5,7)$ multiplies unnormalised Gaussians. For normalised primitives and a normalised total function, the coefficients are about $0.820$ and $0.277$, and the energy is about $-0.4858$ hartree.

### The atom and its basis in Lean

`gauss a` is $g_a$, and `hamiltonian` is $h$, written with Lean's `deriv`. The nucleus is a fixed point charge and the treatment is non-relativistic. `overlap` and `energy` are defined by the closed forms; `overlap_eq_integral` and `energy_eq_integral` prove that they equal the radial integrals over `Ioi 0`, the half-line $r>0$, for all positive exponents. `form M α c` is the double sum $\sum_{i,j}c_i\,M(\alpha_i,\alpha_j)\,c_j$, with real coefficients.

Three theorems carry the physical claim:

- `single_gaussian_bound` says that for every $a>0$ the energy is at least $-4/(3\pi)$ times the overlap, with equality exactly when $a=8/(9\pi)$.
- `two_gaussian_energy` says that for exponents `![1 / 5, 4 / 3]` and coefficients `![5, 7]` the squared norm is positive and the energy form is less than $-0.485$ times it.
- `two_gaussians_beat_one` says that the resulting quotient is strictly below that of a single Gaussian with any exponent $a>0$.

The integral theorems concern individual matrix elements; identifying `form overlap` and `form energy` with the squared norm and the Hamiltonian integral of the combined function uses linearity in addition. The energy expectation value is the quotient of the second by the first. The file neither optimises the two-Gaussian function nor proves the variational principle, which makes such quotients upper bounds to the ground-state energy.

The condition $a>0$ makes the Gaussian normalisable. At $a=0$ the function is constant and its norm integral diverges. Lean sets division by zero to zero, so `overlap 0 0` and `energy 0 0` both vanish. Equality then holds in the single-Gaussian bound although $0\ne8/(9\pi)$, and the "exactly when" clause fails.

```lean
import Mathlib

open Real Set MeasureTheory

namespace HydrogenGaussians

noncomputable section

/-- The unnormalised s-type Gaussian with exponent `a`, as a function of the radius. -/
def gauss (a r : ℝ) : ℝ := Real.exp (-a * r ^ 2)

/-- The hydrogen Hamiltonian in atomic units, acting on a radial function. -/
def hamiltonian (f : ℝ → ℝ) (r : ℝ) : ℝ :=
  -(1 / 2) * (deriv (deriv f) r + 2 / r * deriv f r) - f r / r

/-- The closed form of the overlap of two s-type Gaussians. -/
def overlap (a b : ℝ) : ℝ := (π / (a + b)) ^ (3 / 2 : ℝ)

/-- The closed form of the Hamiltonian matrix element: kinetic energy plus nuclear attraction. -/
def energy (a b : ℝ) : ℝ := 3 * a * b * overlap a b / (a + b) - 2 * π / (a + b)

/-- The quadratic form `⟨c, M c⟩` of a matrix with elements `M (α i) (α j)` in a Gaussian basis
with exponents `α`. -/
def form {n : ℕ} (M : ℝ → ℝ → ℝ) (α c : Fin n → ℝ) : ℝ :=
  ∑ i, ∑ j, c i * M (α i) (α j) * c j

/-- The power 3/2 of a positive number is the number times its square root. -/
lemma rpow_three_halves {x : ℝ} (hx : 0 < x) : x ^ (3 / 2 : ℝ) = x * √x := by
  rw [show (3 / 2 : ℝ) = 1 + 1 / 2 by norm_num, Real.rpow_add hx, Real.rpow_one,
    Real.sqrt_eq_rpow]

/-- The first, second and fourth radial moments of a Gaussian. -/
theorem radial_moments {p : ℝ} (hp : 0 < p) :
    (∫ r in Ioi (0 : ℝ), r ^ 1 * Real.exp (-p * r ^ 2)) = 1 / (2 * p) ∧
    4 * π * (∫ r in Ioi (0 : ℝ), r ^ 2 * Real.exp (-p * r ^ 2)) = (π / p) ^ (3 / 2 : ℝ) ∧
    4 * π * (∫ r in Ioi (0 : ℝ), r ^ 4 * Real.exp (-p * r ^ 2)) =
      3 / (2 * p) * (π / p) ^ (3 / 2 : ℝ) := by
  -- every moment is a value of the Gamma function
  have m : ∀ n : ℕ, (∫ r in Ioi (0 : ℝ), r ^ n * Real.exp (-p * r ^ 2)) =
      p ^ (-((n : ℝ) + 1) / 2) * (1 / 2) * Real.Gamma (((n : ℝ) + 1) / 2) := by
    intro n
    have hn : (0 : ℝ) ≤ n := n.cast_nonneg
    have h := integral_rpow_mul_exp_neg_mul_rpow (p := 2) (q := (n : ℝ)) (b := p)
      two_pos (by linarith) hp
    simpa only [Real.rpow_natCast, Real.rpow_two] using h
  have g3 : Real.Gamma (3 / 2) = √π / 2 := by
    rw [show (3 / 2 : ℝ) = 1 / 2 + 1 by norm_num, Real.Gamma_add_one (by norm_num),
      Real.Gamma_one_half_eq]
    ring
  have g5 : Real.Gamma (5 / 2) = 3 / 2 * (√π / 2) := by
    rw [show (5 / 2 : ℝ) = 3 / 2 + 1 by norm_num, Real.Gamma_add_one (by norm_num), g3]
  have p5 : p ^ (5 / 2 : ℝ) = p ^ (3 / 2 : ℝ) * p := by
    rw [show (5 / 2 : ℝ) = 3 / 2 + 1 by norm_num, Real.rpow_add_one hp.ne']
  refine ⟨?_, ?_, ?_⟩
  · rw [m 1, show -(((1 : ℕ) : ℝ) + 1) / 2 = -1 by norm_num,
      show (((1 : ℕ) : ℝ) + 1) / 2 = 1 by norm_num, Real.Gamma_one, Real.rpow_neg_one]
    ring
  · rw [m 2, show -(((2 : ℕ) : ℝ) + 1) / 2 = -(3 / 2) by norm_num,
      show (((2 : ℕ) : ℝ) + 1) / 2 = 3 / 2 by norm_num, g3, Real.rpow_neg hp.le,
      Real.div_rpow pi_pos.le hp.le, rpow_three_halves pi_pos]
    ring
  · rw [m 4, show -(((4 : ℕ) : ℝ) + 1) / 2 = -(5 / 2) by norm_num,
      show (((4 : ℕ) : ℝ) + 1) / 2 = 5 / 2 by norm_num, g5, Real.rpow_neg hp.le, p5,
      Real.div_rpow pi_pos.le hp.le, rpow_three_halves pi_pos]
    ring

/-- The product of two concentric Gaussians is a Gaussian with the summed exponent. -/
lemma gauss_mul (a b r : ℝ) : gauss a r * gauss b r = Real.exp (-(a + b) * r ^ 2) := by
  unfold gauss
  rw [← Real.exp_add]
  congr 1
  ring

/-- The hydrogen Hamiltonian applied to a Gaussian, away from the nucleus. -/
theorem hamiltonian_gauss (b : ℝ) {r : ℝ} (hr : r ≠ 0) :
    hamiltonian (gauss b) r = (3 * b - 2 * b ^ 2 * r ^ 2 - 1 / r) * gauss b r := by
  have h1 : ∀ x, HasDerivAt (gauss b) (-2 * b * x * gauss b x) x := by
    intro x
    refine (((hasDerivAt_pow 2 x).const_mul (-b)).exp).congr_deriv ?_
    show Real.exp (-b * x ^ 2) * (-b * (((2 : ℕ) : ℝ) * x ^ 1)) =
      -2 * b * x * Real.exp (-b * x ^ 2)
    push_cast
    ring
  have h2 : deriv (gauss b) = fun x => -2 * b * x * gauss b x := funext fun x => (h1 x).deriv
  have h3 : HasDerivAt (fun x => -2 * b * x * gauss b x)
      ((-2 * b + 4 * b ^ 2 * r ^ 2) * gauss b r) r := by
    refine (((hasDerivAt_id' r).const_mul (-2 * b)).fun_mul (h1 r)).congr_deriv ?_
    show (-2 * b * 1) * gauss b r + (-2 * b * r) * (-2 * b * r * gauss b r) = _
    ring
  unfold hamiltonian
  rw [h2, h3.deriv]
  field_simp
  ring

/-- The closed form `overlap` is the overlap integral of two Gaussians over all space. -/
theorem overlap_eq_integral {a b : ℝ} (ha : 0 < a) (hb : 0 < b) :
    (∫ r in Ioi (0 : ℝ), 4 * π * r ^ 2 * (gauss a r * gauss b r)) = overlap a b := by
  unfold overlap
  rw [← (radial_moments (add_pos ha hb)).2.1, ← integral_const_mul]
  refine integral_congr_ae (Filter.Eventually.of_forall fun r => ?_)
  show 4 * π * r ^ 2 * (gauss a r * gauss b r) = 4 * π * (r ^ 2 * Real.exp (-(a + b) * r ^ 2))
  rw [gauss_mul]
  ring

/-- The closed form `energy` is the matrix element of the hydrogen Hamiltonian between two
Gaussians. -/
theorem energy_eq_integral {a b : ℝ} (ha : 0 < a) (hb : 0 < b) :
    (∫ r in Ioi (0 : ℝ), 4 * π * r ^ 2 * (gauss a r * hamiltonian (gauss b) r)) =
      energy a b := by
  have hp : 0 < a + b := add_pos ha hb
  have hi : ∀ (n : ℕ) (k : ℝ), Integrable
      (fun r : ℝ => k * (r ^ n * Real.exp (-(a + b) * r ^ 2))) (volume.restrict (Ioi 0)) := by
    intro n k
    have hn : (0 : ℝ) ≤ n := n.cast_nonneg
    have h := integrableOn_rpow_mul_exp_neg_mul_sq hp (s := (n : ℝ)) (by linarith)
    simp only [Real.rpow_natCast] at h
    exact Integrable.const_mul h k
  -- split the integrand into three Gaussian moments
  have hc : (∫ r in Ioi (0 : ℝ), 4 * π * r ^ 2 * (gauss a r * hamiltonian (gauss b) r)) =
      ∫ r in Ioi (0 : ℝ), (3 * b * (4 * π) * (r ^ 2 * Real.exp (-(a + b) * r ^ 2)) -
        2 * b ^ 2 * (4 * π) * (r ^ 4 * Real.exp (-(a + b) * r ^ 2))) -
        4 * π * (r ^ 1 * Real.exp (-(a + b) * r ^ 2)) := by
    refine setIntegral_congr_fun measurableSet_Ioi fun r hr => ?_
    have hr0 : r ≠ 0 := ne_of_gt hr
    rw [hamiltonian_gauss b hr0, ← gauss_mul]
    field_simp
  obtain ⟨m1, m2, m4⟩ := radial_moments hp
  have hd : Integrable (fun r : ℝ =>
      3 * b * (4 * π) * (r ^ 2 * Real.exp (-(a + b) * r ^ 2)) -
        2 * b ^ 2 * (4 * π) * (r ^ 4 * Real.exp (-(a + b) * r ^ 2)))
      (volume.restrict (Ioi 0)) := (hi 2 _).sub (hi 4 _)
  rw [hc, integral_sub hd (hi 1 _), integral_sub (hi 2 _) (hi 4 _),
    integral_const_mul, integral_const_mul, integral_const_mul, mul_assoc (3 * b),
    mul_assoc (2 * b ^ 2), m1, m2, m4]
  unfold energy overlap
  generalize (π / (a + b)) ^ (3 / 2 : ℝ) = X
  field_simp
  ring

/-- A single Gaussian has energy at least `-4/(3π)` hartree, with equality exactly for the
exponent `8/(9π)`. -/
theorem single_gaussian_bound {a : ℝ} (ha : 0 < a) :
    -(4 / (3 * π)) * overlap a a ≤ energy a a ∧
    (energy a a = -(4 / (3 * π)) * overlap a a ↔ a = 8 / (9 * π)) := by
  have hpi := pi_pos
  have hx : 0 < π / (a + a) := by positivity
  obtain ⟨s, hs, hs2⟩ : ∃ s : ℝ, 0 < s ∧ s ^ 2 = π / (a + a) :=
    ⟨√(π / (a + a)), Real.sqrt_pos.2 hx, Real.sq_sqrt hx.le⟩
  have has : a * s ^ 2 = π / 2 := by
    rw [hs2]
    field_simp
    ring
  have hS : overlap a a = s ^ 3 := by
    unfold overlap
    rw [rpow_three_halves hx, ← hs2, Real.sqrt_sq hs.le]
    ring
  have hH : energy a a = 3 * π / 4 * s - 2 * s ^ 2 := by
    have e : energy a a = 3 / 2 * s * (a * s ^ 2) - 2 * (π / (a + a)) := by
      unfold energy
      rw [hS]
      field_simp
      ring
    rw [e, has, ← hs2]
    ring
  -- completing the square
  have key : energy a a - -(4 / (3 * π)) * overlap a a =
      4 / (3 * π) * s * (s - 3 * π / 4) ^ 2 := by
    rw [hS, hH]
    field_simp
    ring
  have hk : 0 < 4 / (3 * π) * s := by positivity
  refine ⟨sub_nonneg.1 (key ▸ mul_nonneg hk.le (sq_nonneg _)), ?_, ?_⟩
  · intro h
    have h0 : 4 / (3 * π) * s * (s - 3 * π / 4) ^ 2 = 0 := by rw [← key, h, sub_self]
    have h1 : s - 3 * π / 4 = 0 :=
      pow_eq_zero_iff two_ne_zero |>.1 ((mul_eq_zero.1 h0).resolve_left hk.ne')
    have h2 : s = 3 * π / 4 := by linarith
    rw [h2] at has
    rw [eq_div_iff (by positivity)]
    apply mul_left_cancel₀ hpi.ne'
    linear_combination 16 * has
  · intro h
    have h1 : s ^ 2 = (3 * π / 4) ^ 2 := by
      rw [hs2, h]
      field_simp <;> norm_num
    have h2 : s = 3 * π / 4 := by
      have h3 : 0 < 3 * π / 4 := by positivity
      nlinarith
    rw [← sub_eq_zero, key, h2]
    ring

/-- With exponents 1/5 and 4/3, the coefficient vector (5, 7) has positive norm and an energy
below -0.485 hartree. -/
theorem two_gaussian_energy :
    0 < form overlap ![1 / 5, 4 / 3] ![5, 7] ∧
    form energy ![1 / 5, 4 / 3] ![5, 7] <
      -0.485 * form overlap ![1 / 5, 4 / 3] ![5, 7] := by
  have q : ∀ M : ℝ → ℝ → ℝ, form M ![1 / 5, 4 / 3] ![5, 7] =
      25 * M (1 / 5) (1 / 5) + 35 * M (1 / 5) (4 / 3) + 35 * M (4 / 3) (1 / 5) +
        49 * M (4 / 3) (4 / 3) := by
    intro M
    simp only [form, Fin.sum_univ_two]
    change (5 * M (1 / 5) (1 / 5) * 5 + 5 * M (1 / 5) (4 / 3) * 7) +
      (7 * M (4 / 3) (1 / 5) * 5 + 7 * M (4 / 3) (4 / 3) * 7) = _
    ring
  have hpi := pi_pos
  have hpi' := pi_lt_d4
  -- an upper bound on a square root bounds the overlap
  have bound : ∀ k t : ℝ, 0 < k → 0 < t → k * π < t ^ 2 →
      (k * π) ^ (3 / 2 : ℝ) < k * π * t := by
    intro k t hk ht h
    have hkp : 0 < k * π := mul_pos hk hpi
    rw [rpow_three_halves hkp]
    exact mul_lt_mul_of_pos_left ((Real.sqrt_lt' ht).2 h) hkp
  have s21 : overlap (4 / 3) (1 / 5) = overlap (1 / 5) (4 / 3) := by
    unfold overlap
    rw [add_comm]
  have b11 : overlap (1 / 5) (1 / 5) < 5 / 2 * π * 2.803 := by
    unfold overlap
    rw [show π / (1 / 5 + 1 / 5) = 5 / 2 * π by ring]
    exact bound _ _ (by norm_num) (by norm_num) (by norm_num at hpi' ⊢; linarith)
  have b12 : overlap (1 / 5) (4 / 3) < 15 / 23 * π * 1.432 := by
    unfold overlap
    rw [show π / (1 / 5 + 4 / 3) = 15 / 23 * π by ring]
    exact bound _ _ (by norm_num) (by norm_num) (by norm_num at hpi' ⊢; linarith)
  have b22 : overlap (4 / 3) (4 / 3) < 3 / 8 * π * 1.086 := by
    unfold overlap
    rw [show π / (4 / 3 + 4 / 3) = 3 / 8 * π by ring]
    exact bound _ _ (by norm_num) (by norm_num) (by norm_num at hpi' ⊢; linarith)
  have h11 : energy (1 / 5) (1 / 5) = 3 / 10 * overlap (1 / 5) (1 / 5) - 5 * π := by
    unfold energy
    ring
  have h12 : energy (1 / 5) (4 / 3) = 12 / 23 * overlap (1 / 5) (4 / 3) - 30 / 23 * π := by
    unfold energy
    ring
  have h21 : energy (4 / 3) (1 / 5) = 12 / 23 * overlap (1 / 5) (4 / 3) - 30 / 23 * π := by
    unfold energy
    rw [s21]
    ring
  have h22 : energy (4 / 3) (4 / 3) = 2 * overlap (4 / 3) (4 / 3) - 3 / 4 * π := by
    unfold energy
    ring
  rw [q, q, s21, h11, h12, h21, h22]
  constructor
  · unfold overlap
    positivity
  · norm_num at b11 b12 b22 ⊢
    linarith

/-- The energy quotient of the two-Gaussian function lies strictly below that of every single
Gaussian. -/
theorem two_gaussians_beat_one {a : ℝ} (ha : 0 < a) :
    form energy ![1 / 5, 4 / 3] ![5, 7] / form overlap ![1 / 5, 4 / 3] ![5, 7] <
      energy a a / overlap a a := by
  obtain ⟨hpos, hlt⟩ := two_gaussian_energy
  have hS : 0 < overlap a a := by
    unfold overlap
    positivity
  have h1 := (div_lt_iff₀ hpos).2 hlt
  have h2 := (le_div_iff₀ hS).2 (single_gaussian_bound ha).1
  have h3 : 4 / (3 * π) < 0.485 := by
    rw [div_lt_iff₀ (by positivity)]
    linarith [pi_gt_three]
  linarith

end

end HydrogenGaussians
```

```lean
#print axioms HydrogenGaussians.overlap_eq_integral
#print axioms HydrogenGaussians.energy_eq_integral
#print axioms HydrogenGaussians.two_gaussians_beat_one
```

```
'HydrogenGaussians.overlap_eq_integral' depends on axioms: [propext, Classical.choice, Quot.sound]
'HydrogenGaussians.energy_eq_integral' depends on axioms: [propext, Classical.choice, Quot.sound]
'HydrogenGaussians.two_gaussians_beat_one' depends on axioms: [propext, Classical.choice, Quot.sound]
```

### How the Lean proof follows the calculation

`rpow_three_halves` is the identity $x^{3/2}=x\sqrt x$ for positive $x$. `radial_moments` takes the general Gamma-function integral from Mathlib and evaluates it at $n=1,2,4$; the values at $3/2$ and $5/2$ come from the recurrence $\Gamma(x+1)=x\Gamma(x)$.

`gauss_mul` adds the exponents of a product. `hamiltonian_gauss` establishes the two derivatives and assembles $hg_b$ for $r\neq0$. The overlap theorem is then the second moment. In `energy_eq_integral`, `hc` rewrites the integrand as three moments, and `hi` supplies the integrability needed to split the integral; `field_simp` and `ring` collect the result into the closed form.

In `single_gaussian_bound`, the facts `hS` and `hH` express both quantities through $s$, and `key` is the completed square. The inequality follows because the right-hand side is non-negative. For the equality case, a vanishing product with a positive prefactor forces $s=3\pi/4$, and the converse recovers $s$ from its square.

In `two_gaussian_energy`, `q` expands the quadratic form, and `bound` turns an upper bound on a square root into one on an overlap. Applied three times, it gives `b11`, `b12` and `b22`. After the Hamiltonian elements have been substituted, the inequality is linear in the overlaps and $\pi$, and `linarith` closes it.

`two_gaussians_beat_one` divides both energy inequalities by their positive norms and places $-0.485$ below $-4/(3\pi)$. For basis-set work in electronic structure, this certifies the gain from a second primitive in one small case: a one-electron atom with two fixed exponents.
